# With \(q\sigma_x\) coupling and an oscillator at rest at the origin, Ehrenfest dynamics keeps an excited two-level system excited, while nonzero resonant Jaynes–Cummings coupling to a mode without photons periodically empties the excited state

Q: I start an excited emitter beside a classical cavity mode at rest at the origin, run Ehrenfest dynamics, and see no decay at all. I could mistake that for a stable excited state, or lose a day looking for a bug in the coupling. Which is it?

A: Neither. For one two-level system coupled to one classical mode through \(q\sigma_x\), the equations themselves forbid the decay from that starting point. Take \(\hbar=1\), unit mass, position \(q\), momentum \(p\), frequency \(w\) equal to the level splitting, coupling \(g\) and amplitudes \(c=(c_0,c_1)\), excited state first. Then

\[
\begin{aligned}
q'&=p, & p'&=-w^2q-g\langle\sigma_x\rangle,\\
ic_0'&=\tfrac w2c_0+gq\,c_1, & ic_1'&=gq\,c_0-\tfrac w2c_1,
\end{aligned}
\]

with \(\langle\sigma_x\rangle=2\,\mathrm{Re}(c_0^*c_1)\). If \(q=p=0\) and \(c_1=0\), the force vanishes, nothing drives \(c_1\), and \(c_0(0)=1\) gives \(c_0=e^{-iwt/2}\). The excited population is 1 forever.

Q: Does the code contain these equations, or a force conveniently set to zero?

A: It contains these equations. `Schrodinger` is the componentwise equation for a possibly time-dependent \(2\times2\) Hamiltonian, and `sigmaXMean` is computed from the current amplitudes.

In Lean 4 with Mathlib:

```lean
import Mathlib

open Matrix Complex

namespace EhrenfestVersusJaynesCummings

noncomputable section

/-- The Schrödinger equation `i c' = H(t) c` of a two-level system, with `ℏ = 1`. -/
def Schrodinger (H : ℝ → Matrix (Fin 2) (Fin 2) ℂ) (c : ℝ → Fin 2 → ℂ) : Prop :=
  ∀ t i, HasDerivAt (fun s => c s i) (-I * (H t *ᵥ c t) i) t

/-- The two-level Hamiltonian `(w/2) sigma_z + g q sigma_x` at oscillator position `q`. -/
def electronicH (w g q : ℝ) : Matrix (Fin 2) (Fin 2) ℂ :=
  !![((w / 2 : ℝ) : ℂ), ((g * q : ℝ) : ℂ); ((g * q : ℝ) : ℂ), ((-(w / 2) : ℝ) : ℂ)]

/-- The expectation value of `sigma_x` in the state `c`. -/
def sigmaXMean (c : Fin 2 → ℂ) : ℝ := (star c ⬝ᵥ (!![0, 1; 1, 0] *ᵥ c)).re

/-- The Ehrenfest equations for a classical oscillator of unit mass and a two-level system. -/
structure IsEhrenfest (w g : ℝ) (q p : ℝ → ℝ) (c : ℝ → Fin 2 → ℂ) : Prop where
  position : ∀ t, HasDerivAt q (p t) t
  momentum : ∀ t, HasDerivAt p (-w ^ 2 * q t - g * sigmaXMean (c t)) t
  electron : Schrodinger (fun t => electronicH w g (q t)) c
```

Q: And the quantum side?

A: `jcBlock` acts on the states "excited, no photon" and "ground, one photon". Resonance gives them a common energy \(e\), and \(k\) couples them. For \(w>0\), quantising the oscillator and making the rotating-wave approximation gives \(e=w\), zero-point energy included, and \(k=g/\sqrt{2w}\). The theorem takes the block as given and leaves \(e,k\) independent of \(w,g\). The comparison therefore changes two things: the mode becomes quantum, and the counter-rotating terms are dropped.

```lean
/-- The resonant one-excitation block, with common energy `e` and coupling `k`. -/
def jcBlock (e k : ℝ) : Matrix (Fin 2) (Fin 2) ℂ := !![(e : ℂ), (k : ℂ); (k : ℂ), (e : ℂ)]

/-- The population of the excited state, which is the first basis state. -/
def excitedPopulation (c : Fin 2 → ℂ) : ℝ := normSq (c 0)
```

The two candidate solutions are written out explicitly.

```lean
/-- The phase factor `exp(-iEt)`. -/
def phase (E t : ℝ) : ℂ := Complex.exp (-(I * (E : ℂ)) * (t : ℂ))

/-- The amplitudes `(exp(-iwt/2), 0)`. -/
def frozenAmp (w t : ℝ) : Fin 2 → ℂ := ![phase (w / 2) t, 0]

/-- The amplitudes `exp(-iet) (cos kt, -i sin kt)`. -/
def rabiAmp (e k t : ℝ) : Fin 2 → ℂ :=
  ![phase e t * (Real.cos (k * t) : ℂ), -I * (phase e t * (Real.sin (k * t) : ℂ))]
```

Q: Exhibiting a frozen solution doesn't show that my trajectory follows it. Perhaps another one leaves the same point.

A: That needs uniqueness. For a Hermitian \(H\),

\[
(c^\dagger c)'=-ic^\dagger Hc+ic^\dagger H^\dagger c=0 .
\]

The difference of two solutions of the same linear equation is again a solution. If it starts at zero, its norm stays zero. The first two lemmas below supply derivatives of squared moduli and phases; the next two are the norm argument, with Hermiticity used entry by entry.

```lean
/-- The rate of change of the squared modulus of a complex amplitude. -/
theorem hasDerivAt_normSq {z : ℝ → ℂ} {z' : ℂ} {t : ℝ} (h : HasDerivAt z z' t) :
    HasDerivAt (fun s => normSq (z s)) (2 * ((z t).re * z'.re + (z t).im * z'.im)) t := by
  have hr : HasDerivAt (fun s => (z s).re) z'.re t :=
    Complex.reCLM.hasFDerivAt.comp_hasDerivAt t h
  have hi : HasDerivAt (fun s => (z s).im) z'.im t :=
    Complex.imCLM.hasFDerivAt.comp_hasDerivAt t h
  simp only [Complex.normSq_apply]
  exact ((hr.fun_mul hr).fun_add (hi.fun_mul hi)).congr_deriv (by ring)

/-- The factor `exp(-iEt)` has derivative `-iE exp(-iEt)` and modulus one. -/
theorem phase_evolution (E t : ℝ) :
    HasDerivAt (phase E) (-(I * (E : ℂ)) * phase E t) t ∧ normSq (phase E t) = 1 := by
  constructor
  · have h : HasDerivAt (fun s : ℝ => -(I * (E : ℂ)) * (s : ℂ)) (-(I * (E : ℂ))) t :=
      ((hasDerivAt_id t).ofReal_comp.const_mul (-(I * (E : ℂ)))).congr_deriv (by simp)
    exact h.cexp.congr_deriv (mul_comm _ _)
  · rw [Complex.normSq_eq_norm_sq]
    simp [phase, Complex.norm_exp]

/-- A Hermitian, possibly time-dependent, Hamiltonian conserves the total population. -/
theorem norm_conserved {H : ℝ → Matrix (Fin 2) (Fin 2) ℂ} {c : ℝ → Fin 2 → ℂ}
    (hH : ∀ t, (H t).IsHermitian) (hc : Schrodinger H c) (t : ℝ) :
    normSq (c t 0) + normSq (c t 1) = normSq (c 0 0) + normSq (c 0 1) := by
  have hd : ∀ s, HasDerivAt (fun x => normSq (c x 0) + normSq (c x 1)) 0 s := by
    intro s
    refine ((hasDerivAt_normSq (hc s 0)).fun_add (hasDerivAt_normSq (hc s 1))).congr_deriv ?_
    have a := congrArg Complex.im ((hH s).apply 0 0)
    have b := congrArg Complex.im ((hH s).apply 1 1)
    have r := congrArg Complex.re ((hH s).apply 0 1)
    have m := congrArg Complex.im ((hH s).apply 0 1)
    simp only [Complex.star_def, Complex.conj_re, Complex.conj_im] at a b r m
    have a' : (H s 0 0).im = 0 := by linarith
    have b' : (H s 1 1).im = 0 := by linarith
    have m' : (H s 1 0).im = -(H s 0 1).im := by linarith
    simp only [Matrix.mulVec, dotProduct, Fin.sum_univ_two, Complex.mul_re, Complex.mul_im,
      Complex.add_re, Complex.add_im, Complex.neg_re, Complex.neg_im, Complex.I_re,
      Complex.I_im, a', b', r, m']
    ring
  exact is_const_of_deriv_eq_zero (fun s => (hd s).differentiableAt) (fun s => (hd s).deriv) t 0

/-- Two solutions of the same Schrödinger equation with equal initial states coincide. -/
theorem schrodinger_unique {H : ℝ → Matrix (Fin 2) (Fin 2) ℂ} {c d : ℝ → Fin 2 → ℂ}
    (hH : ∀ t, (H t).IsHermitian) (hc : Schrodinger H c) (hd : Schrodinger H d)
    (h0 : c 0 = d 0) : c = d := by
  -- the difference is a solution whose norm is zero at the start
  have hs : Schrodinger H (fun s i => c s i - d s i) := fun t i =>
    ((hc t i).fun_sub (hd t i)).congr_deriv (by
      simp only [Matrix.mulVec, dotProduct, Fin.sum_univ_two]; ring)
  funext t
  have h := norm_conserved hH hs t
  simp only [h0, sub_self, map_zero, add_zero] at h
  have n0 := Complex.normSq_nonneg (c t 0 - d t 0)
  have n1 := Complex.normSq_nonneg (c t 1 - d t 1)
  exact funext (Fin.forall_fin_two.2
    ⟨sub_eq_zero.1 (Complex.normSq_eq_zero.1 (by linarith)),
      sub_eq_zero.1 (Complex.normSq_eq_zero.1 (by linarith))⟩)
```

Q: But the Ehrenfest equations are nonlinear: \(q\) depends on \(c\).

A: So first control the deviation \(f=q^2+p^2+|c_1|^2\). Write \(c_1^*c_0=X+iY\). Differentiating gives

\[
f'=2(1-w^2)qp-4gpX+2gqY .
\]

Norm conservation gives \(|c_0|\le1\), hence \(X^2+Y^2=|c_0|^2|c_1|^2\le|c_1|^2\). Applying \(|2uv|\le u^2+v^2\) to each term,

\[
\begin{aligned}
|f'|&\le|1-w^2|(q^2+p^2)+|g|(2p^2+2X^2+q^2+Y^2)\\
&\le Kf,\qquad K=|1-w^2|+2|g|.
\end{aligned}
\]

Thus \(fe^{-Kt}\) never increases and \(fe^{Kt}\) never decreases. Since \(f\ge0\) and \(f(0)=0\), the first forces \(f=0\) for \(t\ge0\) and the second for \(t\le0\).

```lean
/-- A non-negative deviation that starts at zero and changes at a rate bounded by a multiple
of itself is zero at all times. -/
theorem deviation_vanishes {f d : ℝ → ℝ} {K : ℝ} (hf : ∀ t, HasDerivAt f (d t) t)
    (h0 : f 0 = 0) (hpos : ∀ t, 0 ≤ f t) (hd : ∀ t, |d t| ≤ K * f t) (t : ℝ) : f t = 0 := by
  have he : ∀ a s : ℝ, HasDerivAt (fun x => f x * Real.exp (a * x))
      ((d s + a * f s) * Real.exp (a * s)) s := by
    intro a s
    have h1 : HasDerivAt (fun x : ℝ => a * x) a s :=
      ((hasDerivAt_id' s).const_mul a).congr_deriv (mul_one a)
    exact ((hf s).fun_mul h1.exp).congr_deriv (by ring)
  have anti : Antitone (fun x => f x * Real.exp (-K * x)) :=
    antitone_of_deriv_nonpos (fun s => (he _ s).differentiableAt) (fun s => by
      rw [(he _ s).deriv]
      exact mul_nonpos_of_nonpos_of_nonneg (by linarith [(abs_le.1 (hd s)).2])
        (Real.exp_pos _).le)
  have mono : Monotone (fun x => f x * Real.exp (K * x)) :=
    monotone_of_deriv_nonneg (fun s => (he _ s).differentiableAt) (fun s => by
      rw [(he _ s).deriv]
      exact mul_nonneg (by linarith [(abs_le.1 (hd s)).1]) (Real.exp_pos _).le)
  refine le_antisymm (le_of_not_gt fun hc => ?_) (hpos t)
  rcases le_total 0 t with h | h
  · have := anti h
    simp only [h0, zero_mul] at this
    exact absurd (mul_pos hc (Real.exp_pos _)) (not_lt_of_ge this)
  · have := mono h
    simp only [h0, zero_mul] at this
    exact absurd (mul_pos hc (Real.exp_pos _)) (not_lt_of_ge this)
```

Next, the frozen curve is checked against all the equations. In `ehrenfest_frozen`, `young` and `bound` are the inequalities above, and `hE` is the formula for \(f'\). Once \(q=0\) is known, the electronic equation is linear with a fixed Hamiltonian, and `schrodinger_unique` identifies \(c\).

```lean
/-- The curve `q = p = 0`, `c = (exp(-iwt/2), 0)` solves the Ehrenfest equations. -/
theorem frozen_isEhrenfest (w g : ℝ) :
    IsEhrenfest w g (fun _ => 0) (fun _ => 0) (frozenAmp w) := by
  refine ⟨fun t => hasDerivAt_const t 0, fun t => ?_, fun t => Fin.forall_fin_two.2 ⟨?_, ?_⟩⟩
  · exact (hasDerivAt_const t (0 : ℝ)).congr_deriv (by
      simp [sigmaXMean, frozenAmp, Matrix.mulVec, dotProduct, Fin.sum_univ_two])
  · refine (phase_evolution (w / 2) t).1.congr_deriv ?_
    simp only [Matrix.mulVec, dotProduct, Fin.sum_univ_two]
    change _ = -I * (((w / 2 : ℝ) : ℂ) * phase (w / 2) t + ((g * 0 : ℝ) : ℂ) * 0)
    ring
  · refine (hasDerivAt_const t (0 : ℂ)).congr_deriv ?_
    simp only [Matrix.mulVec, dotProduct, Fin.sum_univ_two]
    change _ = -I * (((g * 0 : ℝ) : ℂ) * phase (w / 2) t + ((-(w / 2) : ℝ) : ℂ) * 0)
    simp

/-- Every Ehrenfest trajectory starting at rest at the origin in the excited state is the
curve `q = p = 0`, `c = (exp(-iwt/2), 0)`. -/
theorem ehrenfest_frozen {w g : ℝ} {q p : ℝ → ℝ} {c : ℝ → Fin 2 → ℂ}
    (h : IsEhrenfest w g q p c) (hq : q 0 = 0) (hp : p 0 = 0) (hc : c 0 = ![1, 0]) :
    (∀ t, q t = 0) ∧ (∀ t, p t = 0) ∧ c = frozenAmp w := by
  have hH : ∀ x : ℝ, (electronicH w g x).IsHermitian := fun x =>
    Matrix.IsHermitian.ext fun i j => by
      fin_cases i <;> fin_cases j <;> simp [electronicH]
  have bound : ∀ x y X Y B : ℝ, X ^ 2 + Y ^ 2 ≤ B →
      |2 * (1 - w ^ 2) * x * y - 2 * (2 * g * y * X) + 2 * g * x * Y|
        ≤ (|1 - w ^ 2| + 2 * |g|) * (x * x + y * y + B) := by
    intro x y X Y B hB
    have young : ∀ s u v : ℝ, |2 * s * u * v| ≤ |s| * (u ^ 2 + v ^ 2) := by
      intro s u v
      have key : |2 * u * v| ≤ u ^ 2 + v ^ 2 :=
        abs_le.2 ⟨by nlinarith [sq_nonneg (u + v)], by nlinarith [sq_nonneg (u - v)]⟩
      calc |2 * s * u * v| = |s| * |2 * u * v| := by rw [← abs_mul]; congr 1; ring
        _ ≤ _ := mul_le_mul_of_nonneg_left key (abs_nonneg s)
    obtain ⟨a1, a2⟩ := abs_le.1 (young (1 - w ^ 2) x y)
    obtain ⟨b1, b2⟩ := abs_le.1 (young g y X)
    obtain ⟨c1, c2⟩ := abs_le.1 (young g x Y)
    have p1 := mul_nonneg (abs_nonneg (1 - w ^ 2))
      (show 0 ≤ B by linarith [sq_nonneg X, sq_nonneg Y])
    have p2 := mul_nonneg (abs_nonneg g) (sub_nonneg.2 hB)
    have p3 := mul_nonneg (abs_nonneg g) (sq_nonneg x)
    have p4 := mul_nonneg (abs_nonneg g) (sq_nonneg Y)
    exact abs_le.2 ⟨by nlinarith, by nlinarith⟩
  -- the deviation q² + p² + |c₁|² and its rate of change
  have hE : ∀ t, HasDerivAt (fun s => q s * q s + p s * p s + normSq (c s 1))
      (2 * (1 - w ^ 2) * q t * p t
        - 2 * (2 * g * p t * ((c t 0).re * (c t 1).re + (c t 0).im * (c t 1).im))
        + 2 * g * q t * ((c t 1).re * (c t 0).im - (c t 1).im * (c t 0).re)) t := by
    intro t
    refine ((((h.position t).fun_mul (h.position t)).fun_add
      ((h.momentum t).fun_mul (h.momentum t))).fun_add
      (hasDerivAt_normSq (h.electron t 1))).congr_deriv ?_
    have hσ : sigmaXMean (c t) = 2 * ((c t 0).re * (c t 1).re + (c t 0).im * (c t 1).im) := by
      simp [sigmaXMean, Matrix.mulVec, dotProduct, Fin.sum_univ_two]
      ring
    have e0 : electronicH w g (q t) 1 0 = ((g * q t : ℝ) : ℂ) := rfl
    have e1 : electronicH w g (q t) 1 1 = ((-(w / 2) : ℝ) : ℂ) := rfl
    simp only [hσ, Matrix.mulVec, dotProduct, Fin.sum_univ_two, e0, e1, Complex.mul_re,
      Complex.mul_im, Complex.add_re, Complex.add_im, Complex.neg_re, Complex.neg_im,
      Complex.I_re, Complex.I_im, Complex.ofReal_re, Complex.ofReal_im]
    ring
  have hz := deviation_vanishes hE (by simp [hq, hp, hc])
    (fun t => add_nonneg (add_nonneg (mul_self_nonneg _) (mul_self_nonneg _))
      (Complex.normSq_nonneg _))
    (fun t => bound _ _ _ _ _ (by
      have hN := norm_conserved (fun s => hH (q s)) h.electron t
      have h1 : normSq (c 0 0) + normSq (c 0 1) = 1 := by simp [hc]
      rw [h1] at hN
      have hB := Complex.normSq_nonneg (c t 1)
      have hXY : ((c t 0).re * (c t 1).re + (c t 0).im * (c t 1).im) ^ 2
          + ((c t 1).re * (c t 0).im - (c t 1).im * (c t 0).re) ^ 2
          = normSq (c t 0) * normSq (c t 1) := by
        simp only [Complex.normSq_apply]; ring
      rw [hXY]
      nlinarith [mul_nonneg hB hB]))
  have hq' : ∀ t, q t = 0 := fun t => mul_self_eq_zero.1 (by
    linarith [hz t, mul_self_nonneg (q t), mul_self_nonneg (p t),
      Complex.normSq_nonneg (c t 1)])
  have hp' : ∀ t, p t = 0 := fun t => mul_self_eq_zero.1 (by
    linarith [hz t, mul_self_nonneg (q t), mul_self_nonneg (p t),
      Complex.normSq_nonneg (c t 1)])
  -- with the oscillator at rest the electronic equation is linear
  have he := h.electron
  simp only [hq'] at he
  exact ⟨hq', hp', schrodinger_unique (fun _ => hH 0) he (frozen_isEhrenfest w g).electron
    (by rw [hc]; simp [frozenAmp, phase])⟩
```

Q: Now the Jaynes–Cummings population.

A: Call its amplitudes \(d\), and try \(d_0=e^{-iet}\cos kt\), \(d_1=-ie^{-iet}\sin kt\). Then

\[
\begin{aligned}
id_0'&=e\,d_0-ik\,e^{-iet}\sin kt=e\,d_0+k\,d_1,\\
id_1'&=e\,d_1+k\,e^{-iet}\cos kt=k\,d_0+e\,d_1 .
\end{aligned}
\]

At \(t=0\) this is \((1,0)\), so uniqueness makes it the only solution from the excited state, with population \(|d_0|^2=\cos^2kt\). The code verifies the two components by algebra, using \(i^2=-1\) in the first.

```lean
/-- The amplitudes `exp(-iet) (cos kt, -i sin kt)` solve the Schrödinger equation of the
resonant Jaynes-Cummings block. -/
theorem rabi_schrodinger (e k : ℝ) : Schrodinger (fun _ => jcBlock e k) (rabiAmp e k) := by
  intro t
  have hk : HasDerivAt (fun s : ℝ => k * s) k t :=
    ((hasDerivAt_id' t).const_mul k).congr_deriv (mul_one k)
  have hφ := (phase_evolution e t).1
  have h0 := hφ.fun_mul hk.cos.ofReal_comp
  have h1 := (hφ.fun_mul hk.sin.ofReal_comp).const_mul (-I)
  refine Fin.forall_fin_two.2 ⟨h0.congr_deriv ?_, h1.congr_deriv ?_⟩
  · simp only [Matrix.mulVec, dotProduct, Fin.sum_univ_two]
    change _ = -I * ((e : ℂ) * (phase e t * (Real.cos (k * t) : ℂ))
      + (k : ℂ) * (-I * (phase e t * (Real.sin (k * t) : ℂ))))
    push_cast
    linear_combination (-(k : ℂ) * phase e t * Complex.sin (k * t)) * Complex.I_sq
  · simp only [Matrix.mulVec, dotProduct, Fin.sum_univ_two]
    change _ = -I * ((k : ℂ) * (phase e t * (Real.cos (k * t) : ℂ))
      + (e : ℂ) * (-I * (phase e t * (Real.sin (k * t) : ℂ))))
    push_cast
    ring

/-- In the resonant Jaynes-Cummings block, a system that starts in the excited state has
excited population `cos²(kt)`. -/
theorem jaynesCummings_population {e k : ℝ} {d : ℝ → Fin 2 → ℂ}
    (hd : Schrodinger (fun _ => jcBlock e k) d) (hd0 : d 0 = ![1, 0]) (t : ℝ) :
    excitedPopulation (d t) = Real.cos (k * t) ^ 2 := by
  have hH : (jcBlock e k).IsHermitian := Matrix.IsHermitian.ext fun i j => by
    fin_cases i <;> fin_cases j <;> simp [jcBlock]
  have h := schrodinger_unique (fun _ => hH) hd (rabi_schrodinger e k)
    (by rw [hd0]; simp [rabiAmp, phase])
  rw [h]
  change normSq (phase e t * (Real.cos (k * t) : ℂ)) = _
  rw [map_mul, (phase_evolution e t).2, Complex.normSq_ofReal]
  ring
```

Q: What does the final theorem say in words?

A: Take any Ehrenfest trajectory with \(q(0)=p(0)=0\) and \(c(0)=(1,0)\), and any solution \(d\) for the block with \(d(0)=(1,0)\) and \(k\ne0\). At every real time the first has excited population 1 and the second \(\cos^2kt\), which is zero at \(t=\pi/(2|k|)\). The proof substitutes the two identified solutions and treats the signs of \(k\) separately.

```lean
/-- From the excited state, with the oscillator at rest at the origin, the Ehrenfest population
stays one, while for nonzero coupling `k` the population in the resonant Jaynes-Cummings block is
`cos²(kt)` and is zero at `t = π/(2|k|)`. -/
theorem ehrenfest_versus_jaynesCummings {w g e k : ℝ} {q p : ℝ → ℝ} {c d : ℝ → Fin 2 → ℂ}
    (h : IsEhrenfest w g q p c) (hq : q 0 = 0) (hp : p 0 = 0) (hc : c 0 = ![1, 0])
    (hd : Schrodinger (fun _ => jcBlock e k) d) (hd0 : d 0 = ![1, 0]) (hk : k ≠ 0) :
    (∀ t, excitedPopulation (c t) = 1) ∧
    (∀ t, excitedPopulation (d t) = Real.cos (k * t) ^ 2) ∧
    excitedPopulation (d (Real.pi / (2 * |k|))) = 0 := by
  refine ⟨fun t => ?_, jaynesCummings_population hd hd0, ?_⟩
  · rw [(ehrenfest_frozen h hq hp hc).2.2]
    exact (phase_evolution (w / 2) t).2
  · rw [jaynesCummings_population hd hd0]
    -- a quarter of the period of `cos (k * t)`, for either sign of the coupling
    rcases lt_or_gt_of_ne hk with hneg | hpos
    · have : k * (Real.pi / (2 * |k|)) = -(Real.pi / 2) := by
        rw [abs_of_neg hneg]; field_simp
      rw [this, Real.cos_neg, Real.cos_pi_div_two]
      norm_num
    · have : k * (Real.pi / (2 * |k|)) = Real.pi / 2 := by
        rw [abs_of_pos hpos]; field_simp
      rw [this, Real.cos_pi_div_two]
      norm_num

end

end EhrenfestVersusJaynesCummings
```

```lean
#print axioms EhrenfestVersusJaynesCummings.ehrenfest_versus_jaynesCummings
-- 'EhrenfestVersusJaynesCummings.ehrenfest_versus_jaynesCummings' depends on axioms: [propext, Classical.choice, Quot.sound]
```

Q: Give me numbers.

A: Take \(w=2\), \(g=0.04\), so \(k=0.04/\sqrt4=0.02\) and \(e=2\). The coupling \(k\) is one hundredth of \(w\), a weak-coupling case in which the rotating-wave approximation is reasonable. At \(t=25\pi/3\) the Jaynes–Cummings population is \(\cos^2(\pi/6)=3/4\), and at \(t=25\pi\) it is 0. The Ehrenfest value is 1 both times.

Q: And if the coupling is switched off?

A: At \(k=0\), `jaynesCummings_population` gives \(\cos^2 0=1\), and the two excited populations agree.

Q: Would sampling the initial \(q\) and \(p\) rescue my simulation?

A: The theorem doesn't say. It concerns a single trajectory from exact rest at the origin, with the emitter exactly in its upper state. Sampled starts, superpositions, many modes and detuning are different problems.
